# One period of a four-step drive on the half-plane lattice moves even edge sites two sites along the edge and fixes all others

On the integer lattice sites with `y ≥ 0`, each step of a driving period sends a site to its partner along one bond direction, or leaves it in place if the partner lies outside the half plane. Sites with `x + y` even look along the bond vector and odd ones look against it, and the vectors point right, up, left and down in turn. The theorem `cycle_eq` says that a full period shifts the even sites of the edge `y = 0` by `(2, 0)` and returns every other site to itself; it concerns this map of sites only, with no amplitudes or phases. The proof describes each step by the cases of `step_cases`, splits on the condition in the claim, and leaves the integer arithmetic to `omega`.

The first attempt, which Lean rejects:

```lean
import Mathlib

namespace RudnerPerfectTransfer

/-- Lattice sites `(x, y)` of the half plane `y ≥ 0`. -/
abbrev Site := {r : ℤ × ℤ // 0 ≤ r.2}

/-- The partner of a site for bond vector `b`: even sites look along `b`, odd sites along `-b`. -/
def partner (b r : ℤ × ℤ) : ℤ × ℤ :=
  if Even (r.1 + r.2) then r + b else r - b

/-- One step with bond vector `b`: a site moves to its partner, or stays if the partner is absent.
-/
def step (b : ℤ × ℤ) (r : Site) : Site :=
  if h : 0 ≤ (partner b r.1).2 then ⟨partner b r.1, h⟩ else r

/-- One driving period: the steps with bonds right, up, left and down, in this order. -/
def cycle (r : Site) : Site :=
  step (0, -1) (step (-1, 0) (step (0, 1) (step (1, 0) r)))

/-- A step in coordinates, sorted by the parity of the site and the presence of its partner. -/
theorem step_cases (a b : ℤ) (r : Site) :
    ((r.1.1 + r.1.2) % 2 = 0 ∧ 0 ≤ r.1.2 + b ∧
      (step (a, b) r).1.1 = r.1.1 + a ∧ (step (a, b) r).1.2 = r.1.2 + b) ∨
    ((r.1.1 + r.1.2) % 2 = 0 ∧ r.1.2 + b < 0 ∧
      (step (a, b) r).1.1 = r.1.1 ∧ (step (a, b) r).1.2 = r.1.2) ∨
    ((r.1.1 + r.1.2) % 2 = 1 ∧ 0 ≤ r.1.2 - b ∧
      (step (a, b) r).1.1 = r.1.1 - a ∧ (step (a, b) r).1.2 = r.1.2 - b) ∨
    ((r.1.1 + r.1.2) % 2 = 1 ∧ r.1.2 - b < 0 ∧
      (step (a, b) r).1.1 = r.1.1 ∧ (step (a, b) r).1.2 = r.1.2) := by
  have hs : (step (a, b) r).1 =
      if 0 ≤ (partner (a, b) r.1).2 then partner (a, b) r.1 else r.1 := by
    unfold step
    split_ifs <;> rfl
  by_cases he : Even (r.1.1 + r.1.2)
  · have hp : partner (a, b) r.1 = (r.1.1 + a, r.1.2 + b) := by
      rw [partner, if_pos he]; rfl
    have he' := Int.even_iff.mp he
    rw [hp] at hs
    split_ifs at hs with h <;>
    · have h1 := congrArg Prod.fst hs
      have h2 := congrArg Prod.snd hs
      dsimp only at h h1 h2
      omega
  · have hp : partner (a, b) r.1 = (r.1.1 - a, r.1.2 - b) := by
      rw [partner, if_neg he]; rfl
    have he' := Int.not_even_iff.mp he
    rw [hp] at hs
    split_ifs at hs with h <;>
    · have h1 := congrArg Prod.fst hs
      have h2 := congrArg Prod.snd hs
      dsimp only at h h1 h2
      omega

/-- One period moves the even sites of the edge `y = 0` by `(2, 0)` and fixes all other sites. -/
theorem cycle_eq (r : Site) :
    (cycle r).1 = if Even (r.1.1 + r.1.2) ∧ r.1.2 = 0 then r.1 + (2, 0) else r.1 := by
  have hr : 0 ≤ r.1.2 := r.2
  unfold cycle
  -- follow the site through the four steps
  have h0 := step_cases 1 0 r
  generalize step (1, 0) r = s1 at h0 ⊢
  have h1 := step_cases 0 1 s1
  generalize step (0, 1) s1 = s2 at h1 ⊢
  have h2 := step_cases (-1) 0 s2
  generalize step (-1, 0) s2 = s3 at h2 ⊢
  have h3 := step_cases 0 (-1) s3
  generalize step (0, -1) s3 = s4 at h3 ⊢
  rw [Int.even_iff]
  split_ifs with he
  · refine Prod.ext ?_ ?_
    · change s4.1.1 = r.1.1 + 2
      omega
    · change s4.1.2 = r.1.2 + 0
      omega
  · refine Prod.ext ?_ ?_ <;> omega

end RudnerPerfectTransfer
```

Messages:

```
Main.lean:69:6: error: Tactic `rewrite` failed: motive is not type correct:
  fun _a => ↑s4 = if _a ∧ (↑r).2 = 0 then ↑r + (2, 0) else ↑r
Error: Application type mismatch: The argument
  ((↑r).1 + (↑r).2).instDecidablePredEven
has type
  Decidable (Even ((↑r).1 + (↑r).2))
but is expected to have type
  Decidable _a
in the application
  @instDecidableAnd _a ((↑r).2 = 0) ((↑r).1 + (↑r).2).instDecidablePredEven

Explanation: The rewrite tactic rewrites an expression 'e' using an equality 'a = b' by the following process. First, it looks for all 'a' in 'e'. Second, it tries to abstract these occurrences of 'a' to create a function 'm := fun _a => ...', called the *motive*, with the property that 'm a' is definitionally equal to 'e'. Third, we observe that 'congrArg' implies that 'm a = m b', which can be used with lemmas such as 'Eq.mpr' to change the goal. However, if 'e' depends on specific properties of 'a', then the motive 'm' might not typecheck.

Possible solutions: use rewrite's 'occs' configuration option to limit which occurrences are rewritten, or use 'simp' or 'conv' mode, which have strategies for certain kinds of dependencies (these tactics can handle proofs and 'Decidable' instances whose types depend on the rewritten term, and 'simp' can apply user-defined '@[congr]' theorems as well).

r : Site
hr : 0 ≤ (↑r).2
s1 : Site
h0 :
  ((↑r).1 + (↑r).2) % 2 = 0 ∧ 0 ≤ (↑r).2 + 0 ∧ (↑s1).1 = (↑r).1 + 1 ∧ (↑s1).2 = (↑r).2 + 0 ∨
    ((↑r).1 + (↑r).2) % 2 = 0 ∧ (↑r).2 + 0 < 0 ∧ (↑s1).1 = (↑r).1 ∧ (↑s1).2 = (↑r).2 ∨
      ((↑r).1 + (↑r).2) % 2 = 1 ∧ 0 ≤ (↑r).2 - 0 ∧ (↑s1).1 = (↑r).1 - 1 ∧ (↑s1).2 = (↑r).2 - 0 ∨
        ((↑r).1 + (↑r).2) % 2 = 1 ∧ (↑r).2 - 0 < 0 ∧ (↑s1).1 = (↑r).1 ∧ (↑s1).2 = (↑r).2
s2 : Site
h1 :
  ((↑s1).1 + (↑s1).2) % 2 = 0 ∧ 0 ≤ (↑s1).2 + 1 ∧ (↑s2).1 = (↑s1).1 + 0 ∧ (↑s2).2 = (↑s1).2 + 1 ∨
    ((↑s1).1 + (↑s1).2) % 2 = 0 ∧ (↑s1).2 + 1 < 0 ∧ (↑s2).1 = (↑s1).1 ∧ (↑s2).2 = (↑s1).2 ∨
      ((↑s1).1 + (↑s1).2) % 2 = 1 ∧ 0 ≤ (↑s1).2 - 1 ∧ (↑s2).1 = (↑s1).1 - 0 ∧ (↑s2).2 = (↑s1).2 - 1 ∨
        ((↑s1).1 + (↑s1).2) % 2 = 1 ∧ (↑s1).2 - 1 < 0 ∧ (↑s2).1 = (↑s1).1 ∧ (↑s2).2 = (↑s1).2
s3 : Site
h2 :
  ((↑s2).1 + (↑s2).2) % 2 = 0 ∧ 0 ≤ (↑s2).2 + 0 ∧ (↑s3).1 = (↑s2).1 + -1 ∧ (↑s3).2 = (↑s2).2 + 0 ∨
    ((↑s2).1 + (↑s2).2) % 2 = 0 ∧ (↑s2).2 + 0 < 0 ∧ (↑s3).1 = (↑s2).1 ∧ (↑s3).2 = (↑s2).2 ∨
      ((↑s2).1 + (↑s2).2) % 2 = 1 ∧ 0 ≤ (↑s2).2 - 0 ∧ (↑s3).1 = (↑s2).1 - -1 ∧ (↑s3).2 = (↑s2).2 - 0 ∨
        ((↑s2).1 + (↑s2).2) % 2 = 1 ∧ (↑s2).2 - 0 < 0 ∧ (↑s3).1 = (↑s2).1 ∧ (↑s3).2 = (↑s2).2
s4 : Site
h3 :
  ((↑s3).1 + (↑s3).2) % 2 = 0 ∧ 0 ≤ (↑s3).2 + -1 ∧ (↑s4).1 = (↑s3).1 + 0 ∧ (↑s4).2 = (↑s3).2 + -1 ∨
    ((↑s3).1 + (↑s3).2) % 2 = 0 ∧ (↑s3).2 + -1 < 0 ∧ (↑s4).1 = (↑s3).1 ∧ (↑s4).2 = (↑s3).2 ∨
      ((↑s3).1 + (↑s3).2) % 2 = 1 ∧ 0 ≤ (↑s3).2 - -1 ∧ (↑s4).1 = (↑s3).1 - 0 ∧ (↑s4).2 = (↑s3).2 - -1 ∨
        ((↑s3).1 + (↑s3).2) % 2 = 1 ∧ (↑s3).2 - -1 < 0 ∧ (↑s4).1 = (↑s3).1 ∧ (↑s4).2 = (↑s3).2
⊢ ↑s4 = if Even ((↑r).1 + (↑r).2) ∧ (↑r).2 = 0 then ↑r + (2, 0) else ↑r
```

Fix (accepted with no message):

```diff
@@ -67,6 +67,5 @@
   have h3 := step_cases 0 (-1) s3
   generalize step (0, -1) s3 = s4 at h3 ⊢
-  rw [Int.even_iff]
-  split_ifs with he
+  split_ifs with he <;> rw [Int.even_iff] at he
   · refine Prod.ext ?_ ?_
     · change s4.1.1 = r.1.1 + 2
```

The message "motive is not type correct" means that replacing the chosen expression everywhere it was found would leave an ill-typed goal. Here `rw [Int.even_iff]` tries to replace `Even (r.1.1 + r.1.2)` inside the condition of an `if`. That `if` also carries a `Decidable` instance for its condition, built by `instDecidableAnd` from an instance for this very evenness statement. When `rw` puts a variable `_a` in place of the statement, the instance still has type `Decidable (Even …)`, while `Decidable _a` is expected.

The repair runs `split_ifs` first. The condition or its negation then becomes the hypothesis `he` in each branch, and the `if` with its instance is gone from the goal. Now `rw [Int.even_iff] at he` meets no such dependency. The `<;>` applies it in both branches, which is needed because `omega` does not interpret `Even` but can use the remainder modulo 2.
